# Two-sided bounds on the relative error of using atomic masses in the normal mass shift

A spectral line lies at slightly different frequencies in two isotopes of an element. Part of the difference comes from recoil: the nucleus moves against the electrons, and a heavier nucleus moves less. The simplest recoil contribution, the normal mass shift, depends on the nuclear masses, whereas mass tables usually list the masses of neutral atoms. How large an error follows from putting the atomic masses into the formula?

Let the atomic masses be $A$ and $B$, and let $z$ be the total mass of the electrons. If the mass equivalent of the electron binding energy is neglected, the nuclear masses are $A-z$ and $B-z$. All masses are real numbers in one common unit.

In Lean 4 with Mathlib:

```lean
import Mathlib

noncomputable section

namespace NormalMassShift
```

## The shift and its relative error

Let $\nu$ be the line frequency for a fixed nucleus and $m$ the mass of one electron. To first order in $m/M$, the normal recoil contribution of a nucleus of mass $M$ lowers the frequency to $\nu(1-m/M)$. The frequency for the second isotope minus that for the first is then

$$S(A,B)=\nu m\left(\frac1A-\frac1B\right),$$

where $A$ and $B$ stand for whatever masses are assigned to the isotopes.

```lean
/-- First-order normal mass shift `ν m (1/A - 1/B)` of a line with fixed-nucleus frequency `ν`
and electron mass `m`, between isotopes to which the nonzero masses `A` and `B` are assigned. -/
def normalShift (ν m A B : ℝ) : ℝ := ν * m * (1 / A - 1 / B)
```

The relative error compares the shift from nuclear masses with the shift from atomic masses:

$$\varepsilon=\frac{S(A-z,B-z)}{S(A,B)}-1 .$$

The reference value in the denominator is the atomic-mass shift.

```lean
/-- Relative error of using atomic masses `A`, `B` in place of the nuclear masses `A - z`, `B - z`:
the nuclear-mass shift divided by the atomic-mass shift, minus one. The domain is `ν`, `m`, `A`, `B`
nonzero, `A ≠ B`, and `z` different from `A` and `B`. -/
def relError (ν m z A B : ℝ) : ℝ :=
  normalShift ν m (A - z) (B - z) / normalShift ν m A B - 1
```

In `relError` the arguments `m` and `z` are independent. For a neutral atom $z$ is a whole multiple of $m$, but the bounds don't need this. The factor $\nu m$ cancels in the ratio, provided that it is nonzero.

The first-order formula is itself an approximation. If the frequency scales with the reduced mass of electron and nucleus, it is

$$\nu\,\frac{M}{M+m}.$$

```lean
/-- Line frequency `ν M / (M + m)` scaled by the reduced mass of an electron of mass `m` and a
nucleus of mass `M`, for `M + m ≠ 0`. -/
def lineFreq (ν m M : ℝ) : ℝ := ν * (M / (M + m))
```

For a non-relativistic Coulomb Hamiltonian, this scaling is exact once the terms coupling the momenta of different electrons through the nuclear motion are left out. Those terms give the specific mass shift. Neither it nor the field shift, which comes from the finite nuclear size, is part of the model.

## A closed form for the error

Over a common denominator the shift reads

$$S(A,B)=\nu m\,\frac{B-A}{AB}.$$

```lean
/-- The normal mass shift is proportional to the mass difference of the isotopes divided by the
product of their masses. -/
theorem normalShift_eq (ν m : ℝ) {A B : ℝ} (hA : A ≠ 0) (hB : B ≠ 0) :
    normalShift ν m A B = ν * m * (B - A) / (A * B) := by
  rw [normalShift, div_sub_div _ _ hA hB]
  ring
```

The theorem needs only nonzero masses. Its proof combines the two fractions with `div_sub_div` and leaves the rearrangement to `ring`.

If $\nu$, $m$, $A$ and $B$ are nonzero and $A\neq B$, every factor in this expression is nonzero, and so is the shift.

```lean
/-- Isotopes of different mass have a nonzero normal mass shift. -/
theorem normalShift_ne_zero {ν m A B : ℝ} (hν : ν ≠ 0) (hm : m ≠ 0)
    (hA : A ≠ 0) (hB : B ≠ 0) (hAB : A ≠ B) : normalShift ν m A B ≠ 0 := by
  rw [normalShift_eq ν m hA hB]
  exact div_ne_zero (mul_ne_zero (mul_ne_zero hν hm) (sub_ne_zero.mpr hAB.symm))
    (mul_ne_zero hA hB)
```

This makes the division in $\varepsilon$ meaningful. For equal masses both shifts vanish and there is no relative error to speak of.

Subtracting the same $z$ from both masses leaves their difference unchanged, $(B-z)-(A-z)=B-A$. In the ratio of the shifts this difference cancels, along with $\nu m$:

$$\frac{S(A-z,B-z)}{S(A,B)}=\frac{AB}{(A-z)(B-z)} .$$

Subtracting 1 gives

$$\varepsilon=\frac{AB-(A-z)(B-z)}{(A-z)(B-z)}=\frac{z(A+B-z)}{(A-z)(B-z)} .$$

```lean
/-- Closed form of the relative error made by using atomic masses. -/
theorem relError_eq {ν m z A B : ℝ} (hν : ν ≠ 0) (hm : m ≠ 0) (hA : A ≠ 0) (hB : B ≠ 0)
    (hAB : A ≠ B) (hAz : A - z ≠ 0) (hBz : B - z ≠ 0) :
    relError ν m z A B = z * (A + B - z) / ((A - z) * (B - z)) := by
  have hd : B - A ≠ 0 := sub_ne_zero.mpr hAB.symm
  -- the electron mass drops out of the isotope mass difference
  have e : B - z - (A - z) = B - A := by ring
  rw [relError, normalShift_eq ν m hAz hBz, normalShift_eq ν m hA hB, e]
  field_simp
  ring
```

The equation `e` in the proof is the cancellation of $z$ in the mass difference. After both shifts have been rewritten by `normalShift_eq`, `field_simp` clears the denominators and `ring` confirms the remaining polynomial identity. No signs are assumed so far, only that the denominators are nonzero.

## The two bounds

Now let $0<z<A$ and $0<z<B$, so that both nuclear masses are positive. The claim is

$$z\left(\frac1A+\frac1B\right)<\varepsilon<z\left(\frac1A+\frac1B\right)\frac{AB}{(A-z)(B-z)} .$$

For the lower bound, write the left side as $z(A+B)/(AB)$ and multiply by the positive denominators. What has to be shown is

$$z(A+B)(A-z)(B-z)<z(A+B-z)AB .$$

With $(A-z)(B-z)=AB-z(A+B)+z^2$, the right side minus the left side is

$$z^2\left[(A+B)^2-AB-z(A+B)\right]=z^2\left[A(A-z)+B(B-z)+AB\right],$$

and every term in the last bracket is positive.

For the upper bound, the factor $AB$ cancels, which leaves $z(A+B)/((A-z)(B-z))$. This exceeds $\varepsilon$ by

$$\frac{z(A+B)-z(A+B-z)}{(A-z)(B-z)}=\frac{z^2}{(A-z)(B-z)}>0 .$$

```lean
/-- For distinct atomic masses greater than the total electron mass `z > 0`, the relative error of
using atomic masses lies strictly between `z (1/A + 1/B)` and that value times
`A B / ((A - z) (B - z))`. -/
theorem relError_bounds {ν m z A B : ℝ} (hν : ν ≠ 0) (hm : m ≠ 0) (hz : 0 < z)
    (hzA : z < A) (hzB : z < B) (hAB : A ≠ B) :
    z * (1 / A + 1 / B) < relError ν m z A B ∧
      relError ν m z A B < z * (1 / A + 1 / B) * (A * B / ((A - z) * (B - z))) := by
  have hA : 0 < A := hz.trans hzA
  have hB : 0 < B := hz.trans hzB
  have ha : 0 < A - z := sub_pos.mpr hzA
  have hb : 0 < B - z := sub_pos.mpr hzB
  have hD : 0 < (A - z) * (B - z) := mul_pos ha hb
  have hsum : z * (1 / A + 1 / B) = z * (A + B) / (A * B) := by
    rw [div_add_div _ _ hA.ne' hB.ne']
    ring
  rw [relError_eq hν hm hA.ne' hB.ne' hAB ha.ne' hb.ne', hsum]
  constructor
  · -- the cross-multiplied difference is a sum of positive terms
    rw [div_lt_div_iff₀ (mul_pos hA hB) hD]
    have key : 0 < z ^ 2 * (A * (A - z) + B * (B - z) + A * B) :=
      mul_pos (pow_pos hz 2)
        (add_pos (add_pos (mul_pos hA ha) (mul_pos hB hb)) (mul_pos hA hB))
    nlinarith [key]
  · -- over the common denominator the upper bound exceeds the error by a term in `z ^ 2`
    have e : z * (A + B) / (A * B) * (A * B / ((A - z) * (B - z)))
        = z * (A + B) / ((A - z) * (B - z)) := by
      have h1 := ha.ne'
      have h2 := hb.ne'
      field_simp
    rw [e]
    exact div_lt_div_of_pos_right (by nlinarith [mul_pos hz hz]) hD
```

The conclusion is a conjunction of the two strict inequalities. In the first part, `div_lt_div_iff₀` does the cross-multiplication, `key` states that the difference found above is positive, and `nlinarith` connects the two. In the second part, `e` cancels $AB$, and `div_lt_div_of_pos_right` reduces the claim to a comparison of numerators, which holds because $z^2>0$.

Since $\varepsilon$ is positive, the atomic-mass formula always gives a shift of too small a magnitude compared with the nuclear-mass formula. The bounds are also close together when the error is small: the factor by which they differ is the ratio of the two shifts, $1+\varepsilon$.

## The lower bound as the linear term

The lower bound is the first-order term of $\varepsilon$ in $z$. To see this, keep $A$, $B$, $\nu$ and $m$ fixed and vary $z$. The derivative of $1/(C-z)$ at $z=0$ is $1/C^2$ for any nonzero $C$, so

$$\left.\frac{d\varepsilon}{dz}\right|_{z=0}=\frac{\nu m\left(1/A^2-1/B^2\right)}{\nu m\left(1/A-1/B\right)}=\frac1A+\frac1B .$$

```lean
/-- The derivative of the relative error with respect to the total electron mass, at zero
electron mass, is `1/A + 1/B`. -/
theorem relError_hasDerivAt {ν m A B : ℝ} (hν : ν ≠ 0) (hm : m ≠ 0)
    (hA : A ≠ 0) (hB : B ≠ 0) (hAB : A ≠ B) :
    HasDerivAt (fun z => relError ν m z A B) (1 / A + 1 / B) 0 := by
  have h : ∀ C : ℝ, C ≠ 0 → HasDerivAt (fun z : ℝ => 1 / (C - z)) (1 / C ^ 2) 0 := by
    intro C hC
    have h1 := (hasDerivAt_const (0 : ℝ) (1 : ℝ)).fun_div
      ((hasDerivAt_id' (0 : ℝ)).const_sub C) (by simpa using hC)
    exact h1.congr_deriv (by simp)
  have h2 := ((((h A hA).fun_sub (h B hB)).const_mul (ν * m)).div_const
    (normalShift ν m A B)).sub_const 1
  refine HasDerivAt.congr_deriv h2 ?_
  -- the difference of inverse squares factorises
  rw [div_eq_iff (normalShift_ne_zero hν hm hA hB hAB), normalShift]
  ring
```

The local statement `h` is the derivative of $1/(C-z)$. The term `h2` assembles the derivative of the whole error from it through the rules for differences and constant factors. The last two lines carry out the factorisation of the difference of inverse squares, with `normalShift_ne_zero` justifying the division.

## The same error measured against the nuclear-mass shift

The closed form also answers a neighbouring question, treated here by hand alone. Suppose the nuclear-mass shift is taken as the reference. The fraction of it that the atomic-mass formula misses is

$$1-\frac{S(A,B)}{S(A-z,B-z)}=1-\frac{(A-z)(B-z)}{AB}=z\left(\frac1A+\frac1B\right)-\frac{z^2}{AB} .$$

Under the same conditions on the masses, this lies below $z(1/A+1/B)$, while $\varepsilon$ lies above it. The linear term therefore separates the two ways of stating the error.

## Full reduced-mass scaling

The reduced-mass factor can be written as one minus a recoil correction,

$$\frac{M}{M+m}=1-\frac{m}{M+m} .$$

For nuclear mass $M=A-z$ the denominator is $A-z+m=A-(z-m)$, and likewise for $B$. In the difference of the two line frequencies the constant $\nu$ drops out:

$$\nu\frac{B-z}{B-z+m}-\nu\frac{A-z}{A-z+m}=\nu m\left(\frac1{A-(z-m)}-\frac1{B-(z-m)}\right).$$

This is the first-order formula again, with each atomic mass lowered by the mass of all electrons but one.

```lean
/-- The isotope difference of the reduced-mass line frequencies equals the first-order formula
with each atomic mass lowered by `z - m`, the mass of all electrons but one. -/
theorem reducedMass_shift (ν : ℝ) {m z A B : ℝ} (hA : A - z + m ≠ 0) (hB : B - z + m ≠ 0) :
    lineFreq ν m (B - z) - lineFreq ν m (A - z)
      = normalShift ν m (A - (z - m)) (B - (z - m)) := by
  have h : ∀ C : ℝ, C - z + m ≠ 0 →
      lineFreq ν m (C - z) = ν - ν * m * (1 / (C - (z - m))) := by
    intro C hC
    have e : C - (z - m) = C - z + m := by ring
    -- reduced-mass factor as one minus the recoil correction
    have f : (C - z) / (C - z + m) = 1 - m * (1 / (C - z + m)) := by
      rw [div_eq_iff hC, sub_mul, mul_assoc, one_div, inv_mul_cancel₀ hC]
      ring
    rw [lineFreq, e, f]
    ring
  rw [h B hB, h A hA, normalShift]
  ring
```

The identity is exact within the scaling model and requires only that the two denominators be nonzero. In the proof, `f` is the splitting of the reduced-mass factor, and `h` applies it to a general isotope mass $C$.

For a neutral atom with a single electron, $z=m$ and nothing is subtracted:

$$\nu\frac{B-m}{B}-\nu\frac{A-m}{A}=\nu m\left(\frac1A-\frac1B\right).$$

Here the atomic masses turn the first-order formula into the exact reduced-mass shift.

```lean
/-- For one-electron atoms the first-order formula with atomic masses gives exactly the isotope
difference of the reduced-mass line frequencies. -/
theorem oneElectron_shift (ν : ℝ) {m A B : ℝ} (hA : A ≠ 0) (hB : B ≠ 0) :
    lineFreq ν m (B - m) - lineFreq ν m (A - m) = normalShift ν m A B := by
  have h := reducedMass_shift ν (m := m) (z := m) (A := A) (B := B)
    (by simpa using hA) (by simpa using hB)
  rw [sub_self, sub_zero, sub_zero] at h
  exact h
```

This is the preceding theorem at `z := m`. It applies to hydrogen and its isotopes. For a one-electron ion it applies if $A$ and $B$ are the masses of the ions themselves; with neutral-atom masses, $z$ is larger than $m$.

When $z>m$, the full shift divided by $S(A,B)$ is the earlier ratio with $z$ replaced by $z-m$. The bounds carry over, since $0<z-m<z$ and $z$ is smaller than both atomic masses. Writing $\varepsilon'$ for this ratio minus 1, we get

$$(z-m)\left(\frac1A+\frac1B\right)<\varepsilon'<(z-m)\left(\frac1A+\frac1B\right)\frac{AB}{(A-(z-m))(B-(z-m))} .$$

```lean
/-- For distinct atomic masses greater than the total electron mass `z`, with `z` greater than one
electron mass `m > 0`, the full reduced-mass shift divided by the first-order atomic-mass shift,
minus one, obeys the two bounds of `relError_bounds` with `z` replaced by `z - m`. -/
theorem reducedMass_error_bounds {ν m z A B : ℝ} (hν : ν ≠ 0) (hm : 0 < m) (hmz : m < z)
    (hzA : z < A) (hzB : z < B) (hAB : A ≠ B) :
    (z - m) * (1 / A + 1 / B) <
        (lineFreq ν m (B - z) - lineFreq ν m (A - z)) / normalShift ν m A B - 1 ∧
      (lineFreq ν m (B - z) - lineFreq ν m (A - z)) / normalShift ν m A B - 1 <
        (z - m) * (1 / A + 1 / B) * (A * B / ((A - (z - m)) * (B - (z - m)))) := by
  have hA : A - z + m ≠ 0 := by
    have : 0 < A - z + m := by linarith
    exact this.ne'
  have hB : B - z + m ≠ 0 := by
    have : 0 < B - z + m := by linarith
    exact this.ne'
  rw [reducedMass_shift ν hA hB]
  exact relError_bounds hν hm.ne' (sub_pos.mpr hmz) (by linarith) (by linarith) hAB

end NormalMassShift
```

The electron mass now has to be positive, `0 < m`, where the earlier bounds asked only for `m ≠ 0`. After `reducedMass_shift` has rewritten the frequency difference, the goal is `relError_bounds` with $z-m$ in place of its argument `z`, and `linarith` supplies the inequalities between the masses.

In isotope-shift calculations for atoms, these inequalities show whether the choice between atomic and nuclear masses matters at the accuracy sought, but only for the normal mass shift and with electron binding energies neglected in the nuclear masses.

```lean
#print axioms NormalMassShift.relError_hasDerivAt
#print axioms NormalMassShift.oneElectron_shift
#print axioms NormalMassShift.reducedMass_error_bounds
```

```
'NormalMassShift.relError_hasDerivAt' depends on axioms: [propext, Classical.choice, Quot.sound]
'NormalMassShift.oneElectron_shift' depends on axioms: [propext, Classical.choice, Quot.sound]
'NormalMassShift.reducedMass_error_bounds' depends on axioms: [propext, Classical.choice, Quot.sound]
```
